# Fourfold symmetry about two axes removes the quadratic zero-field splitting of a spin

## The tensor, the spin matrices and the two rotations

The Cartesian directions x, y, z are numbered 0, 1, 2. The zero-field tensor D is a real 3 × 3 matrix with entries D_ab, and S_0, S_1, S_2 are three complex square matrices of the same finite size. The quadratic zero-field Hamiltonian is

H = Σ_ab D_ab S_a S_b.

The symbol 1 also denotes the identity matrix. The spin matrices are assumed to satisfy

Σ_a S_a² = s 1

for a number s. For a spin of quantum number S this is the usual relation with s = S(S + 1), in units where ħ = 1.

The rotations by 90° about x and z are

R_x = (1, 0, 0; 0, 0, −1; 0, 1, 0)

R_z = (0, −1, 0; 1, 0, 0; 0, 0, 1),

with rows separated by semicolons.

## What a symmetric site demands of D

Let R be a real 3 × 3 matrix, and replace each S_a by Σ_c R_ac S_c. The Hamiltonian becomes

Σ_ab D_ab (Σ_c R_ac S_c)(Σ_e R_be S_e) = Σ_ce (RᵀDR)_ce S_c S_e.

Transforming the spin components is therefore the same as replacing D by RᵀDR. A rotation has RᵀR = 1, so the tensor is unchanged exactly when DR = RD. When the surroundings of the spin look the same after the rotation, D is expected to satisfy this commutation condition. At a cubic site with fourfold axes along x and z it holds for both R_x and R_z, provided that the electronic state described by D keeps this symmetry.

## Isotropic tensor, constant Hamiltonian

There are two main statements:

- D commutes with R_x and R_z if and only if D = c 1 for some real c.
- In that case H = (tr D / 3) s 1, and H = 0 if D is traceless.

All levels are then shifted equally, so the quadratic term produces no splitting. For EPR this means that, in a model whose only zero-field term is quadratic, a spin at such a site has no zero-field splitting. A traceless D tensor computed for such a site should accordingly vanish up to numerical error, if the computed electronic state has the symmetry of the site. A state that breaks the symmetry, as can happen for an orbitally degenerate ion, may give a nonzero D.

In Lean, `Fin 3` labels the directions, and the finite type `n` labels the basis states of the spin space. The function `zfs D S` is H, with the real entries of D converted to complex numbers. The hypotheses `hX` and `hZ` are the two commutation conditions, and `hS` is the condition on the sum of squares. The first statement is `cubic_iff_isotropic`; the second is `cubic_no_splitting` together with `cubic_traceless_vanishes`.

These theorems require neither Hermitian spin matrices nor angular momentum commutation relations. The invariance of D under the two rotations is assumed, not derived from a crystal structure or an electronic wavefunction. The Hamiltonian contains no terms of fourth order in the spin, which a cubic field allows and which can split the levels from S = 2 upward.

## Comparing entries

Multiplying D by R_z from the right and from the left, and equating entries of D R_z and R_z D, gives

(0,0): D_01 = −D_10

(1,0): D_11 = D_00

(0,2): D_02 = −D_12

(1,2): D_12 = D_02

(2,0): D_21 = D_20

(2,1): −D_20 = D_21.

The third and fourth equations force D_02 = D_12 = 0, and the last two force D_20 = D_21 = 0. What remains is the tetragonal form

D = (D_00, D_01, 0; −D_01, D_00, 0; 0, 0, D_22).

Two entries of D R_x = R_x D complete the argument:

(0,1): D_02 = D_01

(2,1): D_22 = D_11.

Since D_02 = 0, the first gives D_01 = 0, and hence D_10 = 0. The second gives D_22 = D_11 = D_00. Therefore D = c 1 with c = D_00. Conversely, a multiple of the identity commutes with every matrix.

Inserting D = c 1 into the Hamiltonian leaves only the terms with a = b:

H = c Σ_a S_a² = c s 1.

The trace of D is 3c, so c = tr D / 3, which is the stated constant. It is zero when D is traceless.

## One fourfold axis leaves an axial term

Suppose now that D is symmetric and commutes with R_z only. Symmetry gives D_10 = D_01, while the rotation gives D_10 = −D_01, so both vanish. With d = D_22 − D_00,

H = D_00 (S_0² + S_1²) + D_22 S_2² = D_00 s 1 + d S_2².

Because tr D / 3 = D_00 + d/3, this is

H = (tr D / 3) s 1 + d (S_2² − (s/3) 1).

Without the symmetry of D there would be a further term D_01 (S_0 S_1 − S_1 S_0), which for angular momentum matrices equals i D_01 S_2. For real nonzero D_01 this term is not Hermitian, so it cannot occur in a physical Hamiltonian, and the zero-field tensor is taken to be symmetric.

Spin 1 shows that the axial term can split levels. In the Cartesian basis the squares are

S_0² = diag(0, 1, 1), S_1² = diag(1, 0, 1), S_2² = diag(1, 1, 0),

and they add up to 2 · 1. For the traceless tensor D = diag(−d/3, −d/3, 2d/3), the Hamiltonian is

H = diag(d/3, d/3, −2d/3).

For d ≠ 0, a doubly degenerate level is separated from a single level by |d|. One fourfold axis is thus not enough to remove the splitting in general.

## The Lean file

```lean
import Mathlib

open Matrix

namespace CubicZeroFieldSplitting

noncomputable section

/-- The rotation by 90 degrees about the x axis. -/
def rotX : Matrix (Fin 3) (Fin 3) ℝ := !![1, 0, 0; 0, 0, -1; 0, 1, 0]

/-- The rotation by 90 degrees about the z axis. -/
def rotZ : Matrix (Fin 3) (Fin 3) ℝ := !![0, -1, 0; 1, 0, 0; 0, 0, 1]

/-- The quadratic zero-field Hamiltonian `∑ D_ab S_a S_b` of a real tensor `D` and three
spin matrices `S 0`, `S 1`, `S 2` (the x, y and z components). -/
def zfs {n : Type*} [Fintype n] (D : Matrix (Fin 3) (Fin 3) ℝ)
    (S : Fin 3 → Matrix n n ℂ) : Matrix n n ℂ :=
  ∑ a, ∑ b, (D a b : ℂ) • (S a * S b)

/-- The spin-1 matrices in the Cartesian basis, with entries `(S_a)_bc = -i ε_abc`. -/
def spinOne : Fin 3 → Matrix (Fin 3) (Fin 3) ℂ :=
  ![!![0, 0, 0; 0, 0, -Complex.I; 0, Complex.I, 0],
    !![0, 0, Complex.I; 0, 0, 0; -Complex.I, 0, 0],
    !![0, -Complex.I, 0; Complex.I, 0, 0; 0, 0, 0]]

/-- Transforming the spin components by a real matrix `R` has the same effect on the
Hamiltonian as replacing the tensor `D` by `Rᵀ D R`. -/
theorem zfs_rotate {n : Type*} [Fintype n] (D R : Matrix (Fin 3) (Fin 3) ℝ)
    (S : Fin 3 → Matrix n n ℂ) :
    zfs D (fun a => ∑ b, (R a b : ℂ) • S b) = zfs (Rᵀ * D * R) S := by
  simp only [zfs, Fin.sum_univ_three, Matrix.mul_apply, Matrix.transpose_apply,
    add_mul, mul_add, smul_mul_assoc, mul_smul_comm]
  push_cast
  module

/-- A tensor that commutes with the 90 degree rotation about z has equal xx and yy entries,
opposite xy and yx entries, and no entries that mix z with x or y. -/
theorem tetragonal_form {D : Matrix (Fin 3) (Fin 3) ℝ} (hZ : D * rotZ = rotZ * D) :
    D 1 1 = D 0 0 ∧ D 1 0 = -D 0 1 ∧ D 0 2 = 0 ∧ D 1 2 = 0 ∧ D 2 0 = 0 ∧ D 2 1 = 0 := by
  -- compare the two products entry by entry
  have h00 := congrFun (congrFun hZ 0) 0
  have h10 := congrFun (congrFun hZ 1) 0
  have h02 := congrFun (congrFun hZ 0) 2
  have h12 := congrFun (congrFun hZ 1) 2
  have h20 := congrFun (congrFun hZ 2) 0
  have h21 := congrFun (congrFun hZ 2) 1
  simp [rotZ, Matrix.mul_apply, Fin.sum_univ_three] at h00 h10 h02 h12 h20 h21
  refine ⟨?_, ?_, ?_, ?_, ?_, ?_⟩ <;> linarith

/-- A real tensor commutes with the 90 degree rotations about x and z exactly when it is a
multiple of the identity. -/
theorem cubic_iff_isotropic (D : Matrix (Fin 3) (Fin 3) ℝ) :
    (D * rotX = rotX * D ∧ D * rotZ = rotZ * D) ↔
      ∃ c : ℝ, D = c • (1 : Matrix (Fin 3) (Fin 3) ℝ) := by
  constructor
  · rintro ⟨hX, hZ⟩
    obtain ⟨h11, h10, h02, h12, h20, h21⟩ := tetragonal_form hZ
    -- the x rotation removes the xy entry and equates zz with yy
    have k01 := congrFun (congrFun hX 0) 1
    have k21 := congrFun (congrFun hX 2) 1
    simp [rotX, Matrix.mul_apply, Fin.sum_univ_three] at k01 k21
    have h01 : D 0 1 = 0 := by linarith
    have h10' : D 1 0 = 0 := by linarith
    have h22 : D 2 2 = D 0 0 := by linarith
    refine ⟨D 0 0, ?_⟩
    ext i j
    fin_cases i <;> fin_cases j <;> simp [h11, h22, h01, h10', h02, h12, h20, h21]
  · rintro ⟨c, rfl⟩
    constructor <;> simp

/-- If `D` commutes with the 90 degree rotations about x and z, and the squares of the spin
matrices add up to `s` times the identity, then the quadratic zero-field Hamiltonian is the
constant `(tr D / 3) s` times the identity. -/
theorem cubic_no_splitting {n : Type*} [Fintype n] [DecidableEq n]
    {D : Matrix (Fin 3) (Fin 3) ℝ} {S : Fin 3 → Matrix n n ℂ} {s : ℂ}
    (hX : D * rotX = rotX * D) (hZ : D * rotZ = rotZ * D)
    (hS : ∑ a, S a * S a = s • (1 : Matrix n n ℂ)) :
    zfs D S = (((D.trace / 3 : ℝ) : ℂ) * s) • (1 : Matrix n n ℂ) := by
  obtain ⟨c, rfl⟩ := (cubic_iff_isotropic D).1 ⟨hX, hZ⟩
  have hc : (c • (1 : Matrix (Fin 3) (Fin 3) ℝ)).trace / 3 = c := by
    rw [Matrix.trace_smul, Matrix.trace_one]
    simp
  -- only the sum of squares survives in the double sum
  rw [hc, mul_smul, ← hS]
  simp [zfs, Fin.sum_univ_three, Matrix.one_apply, smul_add]

/-- If `D` is traceless and commutes with the 90 degree rotations about x and z, and the
squares of the spin matrices add up to a multiple of the identity, then the quadratic
zero-field Hamiltonian vanishes. -/
theorem cubic_traceless_vanishes {n : Type*} [Fintype n] [DecidableEq n]
    {D : Matrix (Fin 3) (Fin 3) ℝ} {S : Fin 3 → Matrix n n ℂ} {s : ℂ}
    (hX : D * rotX = rotX * D) (hZ : D * rotZ = rotZ * D) (htr : D.trace = 0)
    (hS : ∑ a, S a * S a = s • (1 : Matrix n n ℂ)) :
    zfs D S = 0 := by
  rw [cubic_no_splitting hX hZ hS, htr]
  simp

/-- If a symmetric `D` commutes with the 90 degree rotation about z, and the squares of the
spin matrices add up to `s` times the identity, then the Hamiltonian is a constant plus the
axial term `d (S_z² - s/3)` with `d = D_zz - D_xx`. -/
theorem tetragonal_axial {n : Type*} [Fintype n] [DecidableEq n]
    {D : Matrix (Fin 3) (Fin 3) ℝ} {S : Fin 3 → Matrix n n ℂ} {s : ℂ}
    (hsym : D.IsSymm) (hZ : D * rotZ = rotZ * D)
    (hS : ∑ a, S a * S a = s • (1 : Matrix n n ℂ)) :
    zfs D S = (((D.trace / 3 : ℝ) : ℂ) * s) • (1 : Matrix n n ℂ)
      + ((D 2 2 - D 0 0 : ℝ) : ℂ) • (S 2 * S 2 - (s / 3) • (1 : Matrix n n ℂ)) := by
  obtain ⟨h11, h10, h02, h12, h20, h21⟩ := tetragonal_form hZ
  -- symmetry removes the antisymmetric xy part
  have hs : D 1 0 = D 0 1 := hsym.apply 0 1
  have h01 : D 0 1 = 0 := by linarith
  have h10' : D 1 0 = 0 := by linarith
  rw [Fin.sum_univ_three] at hS
  simp only [zfs, Fin.sum_univ_three, Matrix.trace_fin_three, h11, h01, h10', h02, h12,
    h20, h21]
  push_cast
  linear_combination (norm := module) (D 0 0 : ℂ) • hS

/-- The spin-1 matrices obey the angular momentum commutation relations, and their squares
add up to twice the identity. -/
theorem spinOne_witness :
    spinOne 0 * spinOne 1 - spinOne 1 * spinOne 0 = Complex.I • spinOne 2 ∧
    spinOne 1 * spinOne 2 - spinOne 2 * spinOne 1 = Complex.I • spinOne 0 ∧
    spinOne 2 * spinOne 0 - spinOne 0 * spinOne 2 = Complex.I • spinOne 1 ∧
    ∑ a, spinOne a * spinOne a = (2 : ℂ) • (1 : Matrix (Fin 3) (Fin 3) ℂ) := by
  refine ⟨?_, ?_, ?_, ?_⟩ <;> ext i j <;> fin_cases i <;> fin_cases j <;>
    simp [spinOne, Fin.sum_univ_three] <;> norm_num

/-- The traceless tensor with diagonal `(-d/3, -d/3, 2d/3)` commutes with the 90 degree
rotation about z, and its spin-1 Hamiltonian is diagonal with entries `d/3, d/3, -2d/3`. -/
theorem tetragonal_spinOne (d : ℝ) :
    !![-d / 3, 0, 0; 0, -d / 3, 0; 0, 0, 2 * d / 3] * rotZ
      = rotZ * !![-d / 3, 0, 0; 0, -d / 3, 0; 0, 0, 2 * d / 3] ∧
    zfs !![-d / 3, 0, 0; 0, -d / 3, 0; 0, 0, 2 * d / 3] spinOne
      = !![(d : ℂ) / 3, 0, 0; 0, (d : ℂ) / 3, 0; 0, 0, -2 * (d : ℂ) / 3] := by
  constructor
  · ext i j
    fin_cases i <;> fin_cases j <;> simp [rotZ, Matrix.mul_apply, Fin.sum_univ_three]
  · ext i j
    fin_cases i <;> fin_cases j <;>
      simp [zfs, spinOne, Fin.sum_univ_three] <;> ring

end

end CubicZeroFieldSplitting
```

```lean
#print axioms CubicZeroFieldSplitting.cubic_no_splitting
#print axioms CubicZeroFieldSplitting.cubic_traceless_vanishes
#print axioms CubicZeroFieldSplitting.tetragonal_axial
#print axioms CubicZeroFieldSplitting.tetragonal_spinOne
```

```
'CubicZeroFieldSplitting.cubic_no_splitting' depends on axioms: [propext, Classical.choice, Quot.sound]
'CubicZeroFieldSplitting.cubic_traceless_vanishes' depends on axioms: [propext, Classical.choice, Quot.sound]
'CubicZeroFieldSplitting.tetragonal_axial' depends on axioms: [propext, Classical.choice, Quot.sound]
'CubicZeroFieldSplitting.tetragonal_spinOne' depends on axioms: [propext, Classical.choice, Quot.sound]
```

## From matrix entries to the Hamiltonian in Lean

`zfs_rotate` is the transformation rule for the spin components. The proof writes out the sums over three directions and distributes the products, keeping the order of the spin matrices. The tactic `module` then compares the coefficients of the products S_c S_e. The rule holds for any real R; orthogonality enters only when invariance is rewritten as commutation.

`tetragonal_form` carries out the comparison for R_z. Each expression of the form `congrFun (congrFun hZ i) j` extracts one entry of the matrix equation, and the six entries chosen are the six listed above. After `simp` has evaluated the products, `linarith` solves the resulting linear equations.

`cubic_iff_isotropic` takes this form and adds the (0,1) and (2,1) entries of the equation for R_x. It chooses c = D_00 and checks all nine entries of D = c 1. The converse is a direct simplification.

`cubic_no_splitting` uses that equivalence to replace D by c 1. The auxiliary equation `hc` identifies c with one third of the trace. Rewriting with `hS` from right to left turns s 1 back into the sum of squares, after which both sides are c Σ_a S_a². `cubic_traceless_vanishes` sets the trace to zero in this result.

`tetragonal_axial` first combines `hsym` with the tetragonal form to remove D_01 and D_10. Its last line adds D_00 times the equation for the sum of squares, which is the step by hand that replaces S_0² + S_1² by s 1 − S_2².

The last two theorems treat the spin-1 example. `spinOne_witness` verifies the three commutation relations and the value s = 2 entry by entry, so the matrices in `spinOne` are a genuine spin 1. `tetragonal_spinOne` checks in the same way that the example tensor commutes with R_z and gives the diagonal Hamiltonian above, for every real d.
